# A positive definite 3 × 3 Toeplitz covariance whose 4 × 4 circulant embedding has eigenvalue −1/4

Sample a stationary real random field at three equally spaced points 0, 1, 2. By stationarity the covariance of two samples depends only on their lag k; call it rₖ. Take unit variance, positively correlated neighbours and anticorrelated second neighbours:

r₀ = 1, r₁ = 1/2, r₂ = −1/4.

The alternating sum x₀ − x₁ + x₂ of the samples has variance

3r₀ − 4r₁ + 2r₂ = 1/2.

Now close the chain into a ring by adding a point 3, at lag 1 from points 0 and 2 and at lag 2 from point 1. The ring has four lag-1 pairs and two lag-2 pairs, so x₀ − x₁ + x₂ − x₃ would have variance

4r₀ − 8r₁ + 4r₂ = −1.

No random field on the ring has these covariances. In simulation, correlated Gaussian noise on a ring can be drawn as a sum of orthonormal real Fourier modes, each multiplied by √λ and by an independent standard normal number, where λ is the eigenvalue of the ring's covariance matrix for that mode; for this one-dimensional four-point ring one factor √λ would be imaginary.

In Lean 4 with Mathlib:

```lean
import Mathlib

open Matrix

namespace CirculantEmbedding

noncomputable section
```

## The chain and the ring

The file takes an arbitrary function `r : ℕ → ℝ` of the lag and calls it a covariance, although no positivity is assumed. The matrix T of n samples has entries Tᵢⱼ = r(|i − j|), with indices from 0 to n − 1 and `Nat.dist` for |i − j|.

```lean
/-- Covariance matrix of `n` equally spaced samples of a stationary field whose covariance
at lag `k` is `r k`: the symmetric Toeplitz matrix `r |i - j|`. -/
def toeplitz (r : ℕ → ℝ) (n : ℕ) : Matrix (Fin n) (Fin n) ℝ :=
  Matrix.of fun i j => r (Nat.dist i j)
```

On a ring of N points the matrix C is circulant. Mathlib's `Matrix.circulant` has entries v(i − j) for a generating vector v, with subtraction modulo N, so v is the first column. Here v(k) = r(min(k, N − k)) is reflection symmetric, and the first row equals the first column.

```lean
/-- Periodic embedding on a ring of `N` grid points: the circulant matrix whose generator
at position `k` is the covariance at the periodic distance `min k (N - k)`. -/
def embed (r : ℕ → ℝ) (N : ℕ) : Matrix (Fin N) (Fin N) ℝ :=
  Matrix.circulant fun k : Fin N => r (min (k : ℕ) (N - k))
```

The example is `cov`. Its zeros beyond lag 2 are placeholders that never enter the matrices for n = 3 and N = 4. With that zero tail `cov` is not the covariance of any stationary field: on five points the alternating sum would have variance 5r₀ − 8r₁ + 6r₂ = −1/2. Only the three values at lags 0, 1, 2 are meant as covariances.

```lean
/-- The function of the lag with values `1, 1/2, -1/4` at lags `0, 1, 2` and the placeholder value
zero beyond. -/
def cov : ℕ → ℝ
  | 0 => 1
  | 1 => 1 / 2
  | 2 => -1 / 4
  | _ => 0
```

## When the ring contains the chain

Put d = |i − j|. The residue of i − j modulo N is d if j ≤ i and N − d otherwise, and min(k, N − k) takes the same value on both:

Cᵢⱼ = r(min(d, N − d)).

The `rcases` step in `embed_apply` is this case split.

```lean
/-- The entry `(i, j)` of the embedding is the covariance at the shorter of the two
distances between `i` and `j` around the ring. -/
theorem embed_apply (r : ℕ → ℝ) (N : ℕ) (i j : Fin N) :
    embed r N i j = r (min (Nat.dist i j) (N - Nat.dist i j)) := by
  have h : ((i - j : Fin N) : ℕ) = (N - j + i) % N := by
    exact Fin.val_sub i j
  have hi := i.2
  have hj := j.2
  show r (min ((i - j : Fin N) : ℕ) (N - ((i - j : Fin N) : ℕ))) = _
  rw [h]
  congr 1
  unfold Nat.dist
  rcases le_or_gt (j : ℕ) i with hle | hlt
  · have e : N - j + i = ((i : ℕ) - j) + N := by omega
    rw [e, Nat.add_mod_right, Nat.mod_eq_of_lt (by omega)]
    omega
  · rw [Nat.mod_eq_of_lt (by omega)]
    omega
```

For i, j < n we have d ≤ n − 1. If 2(n − 1) ≤ N then d ≤ N − d, the minimum is d, and Cᵢⱼ = Tᵢⱼ. The theorem assumes `n ≤ N`, which lets `Fin.castLE` select the leading n × n block, and `2 * n ≤ N + 2`. For n = 3 the smallest ring meeting both has N = 4.

```lean
/-- If the ring has `N ≥ n` points and `N ≥ 2n - 2`, the leading `n × n` block of the
embedding is the Toeplitz covariance matrix. -/
theorem embed_contains (r : ℕ → ℝ) {n N : ℕ} (h : n ≤ N) (h2 : 2 * n ≤ N + 2) :
    (embed r N).submatrix (Fin.castLE h) (Fin.castLE h) = toeplitz r n := by
  ext i j
  have hi := i.2
  have hj := j.2
  rw [submatrix_apply, embed_apply]
  show r (min (Nat.dist (i : ℕ) (j : ℕ)) (N - Nat.dist (i : ℕ) (j : ℕ)))
    = r (Nat.dist (i : ℕ) (j : ℕ))
  congr 1
  unfold Nat.dist
  omega
```

`PosDef` means symmetric with xᵀMx > 0 for every nonzero real vector x, where M is the matrix, and `PosSemidef` means symmetric with xᵀMx ≥ 0 for every x. The latter is the condition on a covariance matrix, since xᵀMx is the variance of a linear combination of samples. Padding a vector of length n with zeros gives the same quadratic form in C as in T, so under both size hypotheses a semidefinite C forces a semidefinite T.

```lean
/-- For `N ≥ n` and `N ≥ 2n - 2`, a positive semidefinite embedding forces the Toeplitz
covariance matrix to be positive semidefinite. -/
theorem toeplitz_posSemidef_of_embed (r : ℕ → ℝ) {n N : ℕ} (h : n ≤ N) (h2 : 2 * n ≤ N + 2)
    (hC : (embed r N).PosSemidef) : (toeplitz r n).PosSemidef := by
  rw [← embed_contains r h h2]
  exact hC.submatrix _
```

The second size hypothesis does real work. Take n = N = 3, where the ring puts points 0 and 2 at distance 1, so C₀₂ = r₁ whereas T₀₂ = r₂. With r₀ = 1, r₁ = 0, r₂ = 2, C is the identity, while xᵀTx = 2(r₀ − r₂) = −2 on x = (1, 0, −1). This counter-example is worked in the prose alone and has no theorem in the file.

## Positivity on three points

From here n = 3 and N = 4, with r arbitrary. Both matrices are written out by checking entries.

```lean
/-- The three-point Toeplitz covariance matrix written out. -/
theorem toeplitz_three (r : ℕ → ℝ) :
    toeplitz r 3 = !![r 0, r 1, r 2; r 1, r 0, r 1; r 2, r 1, r 0] := by
  ext i j
  fin_cases i <;> fin_cases j <;> rfl

/-- The four-point periodic embedding written out. -/
theorem embed_four (r : ℕ → ℝ) :
    embed r 4 = !![r 0, r 1, r 2, r 1; r 1, r 0, r 1, r 2;
                   r 2, r 1, r 0, r 1; r 1, r 2, r 1, r 0] := by
  ext i j
  rw [embed_apply]
  fin_cases i <;> fin_cases j <;> rfl
```

For x = (a, b, c), the reflection a ↔ c separates the form Q = xᵀTx into an even part in a + c and b and an odd part in a − c:

Q = ½(r₀ + r₂)(a + c)² + ½(r₀ − r₂)(a − c)² + r₀b² + 2r₁b(a + c).

This is `hq`, where `star` acts trivially on real vectors. Three test vectors, `k1`, `k2` and `k3`, give necessary conditions:

Q(0, 1, 0) = r₀
Q(1, 0, −1) = 2(r₀ − r₂)
Q(r₀, −2r₁, r₀) = 2r₀[r₀(r₀ + r₂) − 2r₁²].

The third vector is nonzero once r₀ > 0 is known. For sufficiency, complete the square in b:

r₀Q = (r₀b + r₁(a + c))² + [½r₀(r₀ + r₂) − r₁²](a + c)² + ½r₀(r₀ − r₂)(a − c)².

Both coefficients are positive (`hD`, `hE`). If Q ≤ 0, all three terms vanish (`z1`, `z2`, `z3`), so a + c = 0, a − c = 0 and then b = 0, which contradicts x ≠ 0. Hence T is positive definite exactly when r₀ > 0, r₂ < r₀ and 2r₁² < r₀(r₀ + r₂).

```lean
/-- The three-point Toeplitz matrix is positive definite exactly when `r 0 > 0`,
`r 2 < r 0` and `2 (r 1)² < r 0 (r 0 + r 2)`. -/
theorem toeplitz_three_posDef_iff (r : ℕ → ℝ) :
    (toeplitz r 3).PosDef ↔ 0 < r 0 ∧ r 2 < r 0 ∧ 2 * r 1 ^ 2 < r 0 * (r 0 + r 2) := by
  -- split the quadratic form into reflection-even and reflection-odd parts
  have hq : ∀ a b c : ℝ, star ![a, b, c] ⬝ᵥ toeplitz r 3 *ᵥ ![a, b, c]
      = (r 0 + r 2) / 2 * (a + c) ^ 2 + (r 0 - r 2) / 2 * (a - c) ^ 2
        + r 0 * b ^ 2 + 2 * r 1 * b * (a + c) := by
    intro a b c
    rw [star_trivial, toeplitz_three]
    simp [mulVec, dotProduct, Fin.sum_univ_succ]
    ring
  constructor
  · intro h
    have key : ∀ a b c : ℝ, (a ≠ 0 ∨ b ≠ 0) →
        0 < star ![a, b, c] ⬝ᵥ toeplitz r 3 *ᵥ ![a, b, c] := by
      intro a b c hne
      have hx : ![a, b, c] ≠ 0 := by
        intro h0
        have ha : a = 0 := congrFun h0 0
        have hb : b = 0 := congrFun h0 1
        tauto
      exact h.dotProduct_mulVec_pos hx
    have k1 := key 0 1 0 (Or.inr one_ne_zero)
    have k2 := key 1 0 (-1) (Or.inl one_ne_zero)
    rw [hq] at k1 k2
    have h0 : 0 < r 0 := by linarith
    have k3 := key (r 0) (-2 * r 1) (r 0) (Or.inl h0.ne')
    rw [hq] at k3
    have k4 : 0 < r 0 * (r 0 * (r 0 + r 2) - 2 * r 1 ^ 2) := by linarith
    have k5 := (mul_pos_iff_of_pos_left h0).1 k4
    exact ⟨h0, by linarith, by linarith⟩
  · rintro ⟨h0, h2, h1⟩
    refine posDef_iff_dotProduct_mulVec.2 ⟨?_, ?_⟩
    · refine IsHermitian.ext fun i j => ?_
      simp only [toeplitz, of_apply, star_trivial]
      rw [Nat.dist_comm]
    · intro x hx
      obtain ⟨a, b, c, rfl⟩ : ∃ a b c : ℝ, x = ![a, b, c] :=
        ⟨x 0, x 1, x 2, by ext i; fin_cases i <;> rfl⟩
      rw [hq]
      by_contra hQ
      have hQ' := mul_nonpos_of_nonneg_of_nonpos h0.le (not_lt.1 hQ)
      -- complete the square: `r 0` times the form is a sum of three nonnegative terms
      have hD : 0 < r 0 * (r 0 + r 2) / 2 - r 1 ^ 2 := by linarith
      have hE : 0 < r 0 * (r 0 - r 2) / 2 := half_pos (mul_pos h0 (sub_pos.2 h2))
      have t1 := sq_nonneg (r 0 * b + r 1 * (a + c))
      have t2 := mul_nonneg hD.le (sq_nonneg (a + c))
      have t3 := mul_nonneg hE.le (sq_nonneg (a - c))
      have z1 : (r 0 * b + r 1 * (a + c)) ^ 2 = 0 := by linarith
      have z2 : (r 0 * (r 0 + r 2) / 2 - r 1 ^ 2) * (a + c) ^ 2 = 0 := by linarith
      have z3 : r 0 * (r 0 - r 2) / 2 * (a - c) ^ 2 = 0 := by linarith
      have p0 : a + c = 0 :=
        (pow_eq_zero_iff two_ne_zero).1 ((mul_eq_zero.1 z2).resolve_left hD.ne')
      have q0 : a - c = 0 :=
        (pow_eq_zero_iff two_ne_zero).1 ((mul_eq_zero.1 z3).resolve_left hE.ne')
      have s0 := (pow_eq_zero_iff two_ne_zero).1 z1
      rw [p0, mul_zero, add_zero] at s0
      have hb : b = 0 := (mul_eq_zero.1 s0).resolve_left h0.ne'
      have ha : a = 0 := by linarith
      have hc : c = 0 := by linarith
      apply hx
      rw [ha, hb, hc]
      ext i
      fin_cases i <;> rfl
```

## Fourier modes of the four-point ring

A plane wave exp(2πi·mk/4), with mode number m and site k, is an eigenvector of C with eigenvalue

λₘ = r₀ + 2r₁ cos(πm/2) + r₂ cos(πm).

The term in r₂ invites a slip. Writing 2r₂ by analogy with 2r₁ counts the antipodal point twice, although each site has two neighbours at lag 1 and only one at lag 2. For `cov` that would turn λ₂ = −1/4 into −1/2.

The file works with real modes: the uniform vector has λ₀ = r₀ + 2r₁ + r₂, the alternating vector has λ₂ = r₀ − 2r₁ + r₂, and the cosine and sine waves (1, 0, −1, 0) and (0, 1, 0, −1) share λ₁ = λ₃ = r₀ − r₂. The word "twice" in the docstring below refers to this multiplicity, not to a factor 2. The theorem states these four eigenvector equations and proves them component by component. The vectors are unnormalised, with squared lengths 4, 4, 2, 2.

```lean
/-- The real Fourier modes of the four-point ring are eigenvectors of the embedding, with
eigenvalues `r 0 + 2 r 1 + r 2`, `r 0 - 2 r 1 + r 2` and twice `r 0 - r 2`. -/
theorem embed_four_modes (r : ℕ → ℝ) :
    embed r 4 *ᵥ ![1, 1, 1, 1] = (r 0 + 2 * r 1 + r 2) • ![1, 1, 1, 1] ∧
    embed r 4 *ᵥ ![1, -1, 1, -1] = (r 0 - 2 * r 1 + r 2) • ![1, -1, 1, -1] ∧
    embed r 4 *ᵥ ![1, 0, -1, 0] = (r 0 - r 2) • ![1, 0, -1, 0] ∧
    embed r 4 *ᵥ ![0, 1, 0, -1] = (r 0 - r 2) • ![0, 1, 0, -1] := by
  rw [embed_four]
  refine ⟨?_, ?_, ?_, ?_⟩ <;> ext i <;> fin_cases i <;>
    simp [mulVec, dotProduct, Fin.sum_univ_succ] <;> linarith
```

For x = (a, b, c, d), with d now the fourth component, the normalised amplitudes are (a + b + c + d)/2, (a − b + c − d)/2, (a − c)/√2 and (b − d)/√2, and

xᵀCx = ¼λ₀(a + b + c + d)² + ¼λ₂(a − b + c − d)² + ½λ₁[(a − c)² + (b − d)²].

The proof obtains this identity by direct expansion, without using `embed_four_modes`. Inserting the first three modes gives 4λ₀, 4λ₂ and 2λ₁, so nonnegativity of λ₀, λ₂, λ₁ is necessary. Conversely, `positivity` reads the right side as a sum of nonnegative terms.

```lean
/-- The four-point embedding is positive semidefinite exactly when `r 0 + 2 r 1 + r 2`,
`r 0 - 2 r 1 + r 2` and `r 0 - r 2` are all nonnegative. -/
theorem embed_four_posSemidef_iff (r : ℕ → ℝ) :
    (embed r 4).PosSemidef ↔
      0 ≤ r 0 + 2 * r 1 + r 2 ∧ 0 ≤ r 0 - 2 * r 1 + r 2 ∧ 0 ≤ r 0 - r 2 := by
  -- the quadratic form is diagonal in the Fourier amplitudes
  have hq : ∀ a b c d : ℝ, star ![a, b, c, d] ⬝ᵥ embed r 4 *ᵥ ![a, b, c, d]
      = (r 0 + 2 * r 1 + r 2) / 4 * (a + b + c + d) ^ 2
        + (r 0 - 2 * r 1 + r 2) / 4 * (a - b + c - d) ^ 2
        + (r 0 - r 2) / 2 * ((a - c) ^ 2 + (b - d) ^ 2) := by
    intro a b c d
    rw [star_trivial, embed_four]
    simp [mulVec, dotProduct, Fin.sum_univ_succ]
    ring
  constructor
  · intro h
    have k1 := h.dotProduct_mulVec_nonneg ![1, 1, 1, 1]
    have k2 := h.dotProduct_mulVec_nonneg ![1, -1, 1, -1]
    have k3 := h.dotProduct_mulVec_nonneg ![1, 0, -1, 0]
    rw [hq] at k1 k2 k3
    exact ⟨by linarith, by linarith, by linarith⟩
  · rintro ⟨h1, h2, h3⟩
    refine posSemidef_iff_dotProduct_mulVec.2 ⟨?_, ?_⟩
    · refine IsHermitian.ext fun i j => ?_
      rw [star_trivial, embed_apply, embed_apply, Nat.dist_comm]
    · intro x
      obtain ⟨a, b, c, d, rfl⟩ : ∃ a b c d : ℝ, x = ![a, b, c, d] :=
        ⟨x 0, x 1, x 2, x 3, by ext i; fin_cases i <;> rfl⟩
      rw [hq]
      positivity
```

## The window of failure

If T is positive definite, then λ₁ = r₀ − r₂ > 0, and C can fail only through the smaller of λ₀ and λ₂, which is r₀ + r₂ − 2|r₁|. So T is positive definite with C not semidefinite exactly when the three Toeplitz conditions hold and

r₀ + r₂ < 2|r₁|.

The proof bounds ±r₁ by |r₁| in one direction and splits on the sign of r₁ in the other. Substituting r₀ = 1 and r₁ = 1/2 leaves −1/2 < r₂ < 0, and `cov` sits at the midpoint.

```lean
/-- The three-point matrix is positive definite while its four-point embedding is not
positive semidefinite exactly when, besides the Toeplitz conditions, `r 0 + r 2 < 2 |r 1|`. -/
theorem embedding_fails_iff (r : ℕ → ℝ) :
    ((toeplitz r 3).PosDef ∧ ¬ (embed r 4).PosSemidef) ↔
      (0 < r 0 ∧ r 2 < r 0 ∧ 2 * r 1 ^ 2 < r 0 * (r 0 + r 2)) ∧ r 0 + r 2 < 2 * |r 1| := by
  rw [toeplitz_three_posDef_iff, embed_four_posSemidef_iff]
  refine and_congr_right fun h => ⟨fun hn => ?_, fun hlt hp => ?_⟩
  · by_contra hc
    have := le_abs_self (r 1)
    have := neg_abs_le (r 1)
    have := not_lt.1 hc
    exact hn ⟨by linarith, by linarith, by linarith [h.2.1]⟩
  · rcases abs_cases (r 1) with h1 | h1 <;> linarith [h1.1, hp.1, hp.2.1]
```

## The example with r₂ = −1/4

The Toeplitz conditions read 1 > 0, −1/4 < 1 and 1/2 < 3/4. The ring has λ₀ = 7/4, λ₁ = λ₃ = 5/4 and λ₂ = −1/4. The value −1 found at the start is 4λ₂, and the unit vector (1, −1, 1, −1)/2 gives −1/4.

`minimal_embedding_failure` has six parts: the explicit T, the explicit C, T as the leading block of C, positive definiteness of T, the eigenvector equation with −1/4 on the alternating vector, and the failure of `PosSemidef` for C. Each part follows from an earlier theorem by inserting `c0`, `c1`, `c2` or, for the block, the two sizes. The statement concerns real matrices in one dimension at n = 3 and N = 4. Random variables, the sampling algorithm and the question of whether a larger ring restores positivity do not appear in it.

```lean
/-- The Toeplitz matrix with first row `1, 1/2, -1/4` is positive definite and is the leading
block of the circulant with first row `1, 1/2, -1/4, 1/2`, which has eigenvalue `-1/4` on the
alternating vector and is not positive semidefinite. -/
theorem minimal_embedding_failure :
    toeplitz cov 3 = !![1, 1/2, -1/4; 1/2, 1, 1/2; -1/4, 1/2, 1] ∧
    embed cov 4 = !![1, 1/2, -1/4, 1/2; 1/2, 1, 1/2, -1/4;
                     -1/4, 1/2, 1, 1/2; 1/2, -1/4, 1/2, 1] ∧
    (embed cov 4).submatrix (Fin.castLE (Nat.le_succ 3)) (Fin.castLE (Nat.le_succ 3))
      = toeplitz cov 3 ∧
    (toeplitz cov 3).PosDef ∧
    embed cov 4 *ᵥ ![1, -1, 1, -1] = (-1 / 4 : ℝ) • ![1, -1, 1, -1] ∧
    ¬ (embed cov 4).PosSemidef := by
  have c0 : cov 0 = 1 := rfl
  have c1 : cov 1 = 1 / 2 := rfl
  have c2 : cov 2 = -1 / 4 := rfl
  refine ⟨?_, ?_, embed_contains cov _ (by norm_num), ?_, ?_, ?_⟩
  · rw [toeplitz_three, c0, c1, c2]
  · rw [embed_four, c0, c1, c2]
  · rw [toeplitz_three_posDef_iff, c0, c1, c2]
    norm_num
  · have e : cov 0 - 2 * cov 1 + cov 2 = -1 / 4 := by
      rw [c0, c1, c2]
      norm_num
    rw [(embed_four_modes cov).2.1, e]
  · rw [embed_four_posSemidef_iff, c0, c1, c2]
    norm_num

end

end CirculantEmbedding
```

```lean
#print axioms CirculantEmbedding.toeplitz_posSemidef_of_embed
#print axioms CirculantEmbedding.embedding_fails_iff
#print axioms CirculantEmbedding.minimal_embedding_failure
```

```
'CirculantEmbedding.toeplitz_posSemidef_of_embed' depends on axioms: [propext, Classical.choice, Quot.sound]
'CirculantEmbedding.embedding_fails_iff' depends on axioms: [propext, Classical.choice, Quot.sound]
'CirculantEmbedding.minimal_embedding_failure' depends on axioms: [propext, Classical.choice, Quot.sound]
```
